# The large-frequency limit of a difference of two propagator primitives

For a non-interacting level of real energy e ≠ 0, the function −arctan(w/e) − (i/2) log(e² + w²) is a primitive in w of the imaginary-frequency propagator 1/(iw − e). The lemma takes two such primitives, for nonzero energies a and b, the second with its frequency shifted by a real ν, and lets w grow in size along a filter on which 1/w tends to 0 and w is eventually nonzero. If arctan(w/a) tends to x and arctan((w + ν)/b) tends to y, the first primitive minus the second tends to the real number y − x. The proof has to show that the logarithms cancel in the limit, and the attempt does this by taking a factor w² out of each argument and treating what remains as a continuous function of 1/w at 0.

The failing Lean file:

```lean
import Mathlib

open MeasureTheory Filter Topology
open scoped Real
open Complex (I)

namespace ImaginaryFrequencyBubble

noncomputable section

/-- A primitive in `w` of the propagator of a level with energy `e ≠ 0`. -/
def primitive (e w : ℝ) : ℂ :=
  -((Real.arctan (w / e) : ℝ) : ℂ) - I / 2 * ((Real.log (e ^ 2 + w ^ 2) : ℝ) : ℂ)

/-- At large frequency the difference of two primitives tends to the difference of the
limiting arctangents. -/
theorem tendsto_primitive_sub {a b x y : ℝ} (ha : a ≠ 0) (hb : b ≠ 0) (ν : ℝ)
    {l : Filter ℝ} (hl : Tendsto (fun w : ℝ => w⁻¹) l (𝓝 0)) (hne : ∀ᶠ w in l, w ≠ 0)
    (hA : Tendsto (fun w => Real.arctan (w / a)) l (𝓝 x))
    (hB : Tendsto (fun w => Real.arctan ((w + ν) / b)) l (𝓝 y)) :
    Tendsto (fun w => primitive a w - primitive b (w + ν)) l (𝓝 ((y - x : ℝ) : ℂ)) := by
  have h1 : Tendsto (fun u : ℝ => Real.log (a ^ 2 * u ^ 2 + 1)) (𝓝 0) (𝓝 0) := by
    have h : ContinuousAt (fun u : ℝ => Real.log (a ^ 2 * u ^ 2 + 1)) 0 :=
      ContinuousAt.log (by fun_prop) (by norm_num)
    simpa using h.tendsto
  have h2 : Tendsto (fun u : ℝ => Real.log (b ^ 2 * u ^ 2 + (1 + ν * u) ^ 2))
      (𝓝 0) (𝓝 0) := by
    have h : ContinuousAt (fun u : ℝ => Real.log (b ^ 2 * u ^ 2 + (1 + ν * u) ^ 2)) 0 :=
      ContinuousAt.log (by fun_prop) (by norm_num)
    simpa using h.tendsto
  have hL : Tendsto (fun w => Real.log (a ^ 2 + w ^ 2) - Real.log (b ^ 2 + (w + ν) ^ 2))
      l (𝓝 (0 - 0)) := by
    refine ((h1.comp hl).sub (h2.comp hl)).congr' (hne.mono fun w hw => ?_)
    show Real.log (a ^ 2 * w⁻¹ ^ 2 + 1) - Real.log (b ^ 2 * w⁻¹ ^ 2 + (1 + ν * w⁻¹) ^ 2) = _
    have e1 : a ^ 2 + w ^ 2 = w ^ 2 * (a ^ 2 * w⁻¹ ^ 2 + 1) := by field_simp
    have e2 : b ^ 2 + (w + ν) ^ 2 = w ^ 2 * (b ^ 2 * w⁻¹ ^ 2 + (1 + ν * w⁻¹) ^ 2) := by
      field_simp
    have p1 : 0 < a ^ 2 * w⁻¹ ^ 2 + 1 := by positivity
    have p2 : 0 < b ^ 2 * w⁻¹ ^ 2 + (1 + ν * w⁻¹) ^ 2 := by positivity
    rw [e1, e2, Real.log_mul (pow_ne_zero 2 hw) p1.ne', Real.log_mul (pow_ne_zero 2 hw) p2.ne']
    ring
  have h := ((Complex.continuous_ofReal.tendsto _).comp (hB.sub hA)).sub
    (((Complex.continuous_ofReal.tendsto _).comp hL).const_mul (I / 2))
  simp only [sub_zero, Complex.ofReal_zero, mul_zero] at h
  refine h.congr fun w => ?_
  simp only [Function.comp_apply, primitive, Complex.ofReal_sub]
  ring

end

end ImaginaryFrequencyBubble
```

Compiling this gives:

```
Main.lean:40:8: error: Tactic `rewrite` failed: Did not find an occurrence of the pattern
  a ^ 2 + w ^ 2
in the target expression
  Real.log (a ^ 2 * w⁻¹ ^ 2 + 1) - Real.log (b ^ 2 * w⁻¹ ^ 2 + (1 + ν * w⁻¹) ^ 2) =
    (fun w => Real.log (a ^ 2 + w ^ 2) - Real.log (b ^ 2 + (w + ν) ^ 2)) w

a b x y : ℝ
ha : a ≠ 0
hb : b ≠ 0
ν : ℝ
l : Filter ℝ
hl : Tendsto (fun w => w⁻¹) l (𝓝 0)
hne : ∀ᶠ (w : ℝ) in l, w ≠ 0
hA : Tendsto (fun w => Real.arctan (w / a)) l (𝓝 x)
hB : Tendsto (fun w => Real.arctan ((w + ν) / b)) l (𝓝 y)
h1 : Tendsto (fun u => Real.log (a ^ 2 * u ^ 2 + 1)) (𝓝 0) (𝓝 0)
h2 : Tendsto (fun u => Real.log (b ^ 2 * u ^ 2 + (1 + ν * u) ^ 2)) (𝓝 0) (𝓝 0)
w : ℝ
hw : w ≠ 0
e1 : a ^ 2 + w ^ 2 = w ^ 2 * (a ^ 2 * w⁻¹ ^ 2 + 1)
e2 : b ^ 2 + (w + ν) ^ 2 = w ^ 2 * (b ^ 2 * w⁻¹ ^ 2 + (1 + ν * w⁻¹) ^ 2)
p1 : 0 < a ^ 2 * w⁻¹ ^ 2 + 1
p2 : 0 < b ^ 2 * w⁻¹ ^ 2 + (1 + ν * w⁻¹) ^ 2
⊢ Real.log (a ^ 2 * w⁻¹ ^ 2 + 1) - Real.log (b ^ 2 * w⁻¹ ^ 2 + (1 + ν * w⁻¹) ^ 2) =
    (fun w => Real.log (a ^ 2 + w ^ 2) - Real.log (b ^ 2 + (w + ν) ^ 2)) w
```

Cause. The rewrite with `e1` looks for `a ^ 2 + w ^ 2`, where `w` is the fixed frequency introduced by `fun w hw`. The right-hand side of the goal is still a function applied to `w`, `(fun w => ...) w`. The sum inside it contains the function's own bound variable, so `rw` finds no match. The `show` before it left that side as `_`, which Lean filled with the unreduced application.

In the repair, `show` writes out both sides. Lean accepts the new form because it is equal by definition, and the fixed `w` now stands in the logarithms, where the rewrite with `e` can find it.

The rest of the diff is reorganisation. One helper, `hlog`, compares each logarithm with `Real.log (w ^ 2)` and replaces the separate limits `h1`, `h2` and `hL`; it is used with shift 0 for `a` and shift `ν` for `b`. The `add_zero` in the last `simp only` clears the `w + 0` that the zero shift brings in, and `add_sub_cancel_left` does the cancellation inside the helper.

Fix (accepted with no message):

```diff
@@ -20,29 +20,25 @@
     (hB : Tendsto (fun w => Real.arctan ((w + ν) / b)) l (𝓝 y)) :
     Tendsto (fun w => primitive a w - primitive b (w + ν)) l (𝓝 ((y - x : ℝ) : ℂ)) := by
-  have h1 : Tendsto (fun u : ℝ => Real.log (a ^ 2 * u ^ 2 + 1)) (𝓝 0) (𝓝 0) := by
-    have h : ContinuousAt (fun u : ℝ => Real.log (a ^ 2 * u ^ 2 + 1)) 0 :=
+  -- each logarithm grows like `log (w ^ 2)`, so their difference vanishes
+  have hlog : ∀ {c : ℝ}, c ≠ 0 → ∀ μ : ℝ, Tendsto
+      (fun w => Real.log (c ^ 2 + (w + μ) ^ 2) - Real.log (w ^ 2)) l (𝓝 0) := by
+    intro c hc μ
+    have h : ContinuousAt (fun u : ℝ => Real.log (c ^ 2 * u ^ 2 + (1 + μ * u) ^ 2)) 0 :=
       ContinuousAt.log (by fun_prop) (by norm_num)
-    simpa using h.tendsto
-  have h2 : Tendsto (fun u : ℝ => Real.log (b ^ 2 * u ^ 2 + (1 + ν * u) ^ 2))
-      (𝓝 0) (𝓝 0) := by
-    have h : ContinuousAt (fun u : ℝ => Real.log (b ^ 2 * u ^ 2 + (1 + ν * u) ^ 2)) 0 :=
-      ContinuousAt.log (by fun_prop) (by norm_num)
-    simpa using h.tendsto
-  have hL : Tendsto (fun w => Real.log (a ^ 2 + w ^ 2) - Real.log (b ^ 2 + (w + ν) ^ 2))
-      l (𝓝 (0 - 0)) := by
-    refine ((h1.comp hl).sub (h2.comp hl)).congr' (hne.mono fun w hw => ?_)
-    show Real.log (a ^ 2 * w⁻¹ ^ 2 + 1) - Real.log (b ^ 2 * w⁻¹ ^ 2 + (1 + ν * w⁻¹) ^ 2) = _
-    have e1 : a ^ 2 + w ^ 2 = w ^ 2 * (a ^ 2 * w⁻¹ ^ 2 + 1) := by field_simp
-    have e2 : b ^ 2 + (w + ν) ^ 2 = w ^ 2 * (b ^ 2 * w⁻¹ ^ 2 + (1 + ν * w⁻¹) ^ 2) := by
+    have h0 : Tendsto (fun u : ℝ => Real.log (c ^ 2 * u ^ 2 + (1 + μ * u) ^ 2))
+        (𝓝 0) (𝓝 0) := by simpa using h.tendsto
+    refine (h0.comp hl).congr' (hne.mono fun w hw => ?_)
+    show Real.log (c ^ 2 * w⁻¹ ^ 2 + (1 + μ * w⁻¹) ^ 2) =
+      Real.log (c ^ 2 + (w + μ) ^ 2) - Real.log (w ^ 2)
+    have e : c ^ 2 + (w + μ) ^ 2 = w ^ 2 * (c ^ 2 * w⁻¹ ^ 2 + (1 + μ * w⁻¹) ^ 2) := by
       field_simp
-    have p1 : 0 < a ^ 2 * w⁻¹ ^ 2 + 1 := by positivity
-    have p2 : 0 < b ^ 2 * w⁻¹ ^ 2 + (1 + ν * w⁻¹) ^ 2 := by positivity
-    rw [e1, e2, Real.log_mul (pow_ne_zero 2 hw) p1.ne', Real.log_mul (pow_ne_zero 2 hw) p2.ne']
-    ring
+    have p : 0 < c ^ 2 * w⁻¹ ^ 2 + (1 + μ * w⁻¹) ^ 2 := by positivity
+    rw [e, Real.log_mul (pow_ne_zero 2 hw) p.ne', add_sub_cancel_left]
   have h := ((Complex.continuous_ofReal.tendsto _).comp (hB.sub hA)).sub
-    (((Complex.continuous_ofReal.tendsto _).comp hL).const_mul (I / 2))
+    (((Complex.continuous_ofReal.tendsto _).comp
+      ((hlog ha 0).sub (hlog hb ν))).const_mul (I / 2))
   simp only [sub_zero, Complex.ofReal_zero, mul_zero] at h
   refine h.congr fun w => ?_
-  simp only [Function.comp_apply, primitive, Complex.ofReal_sub]
+  simp only [Function.comp_apply, primitive, Complex.ofReal_sub, add_zero]
   ring
 
```
